# Along a descent direction, the optimal damping step minimises a quadratic mean-field energy between the old and the new density

The energy is defined here on all complex square matrices, by taking real parts of traces, and not only on matrices that are admissible densities. The one-electron matrix \(h\), the density \(D\) and the mixing direction \(X\) are arbitrary complex matrices over a finite set of orbitals `n`. Hermiticity, idempotency and a fixed electron number are not imposed. For Hermitian \(h\), \(D\) and \(X\), and a map \(G\) that preserves Hermiticity, the traces are already real and taking the real part changes nothing.

```lean
import Mathlib

open Matrix

namespace OptimalDamping

noncomputable section

variable {n : Type*} [Fintype n]
```

The map \(G\) turns a density into its mean-field potential, which in Hartree–Fock theory is Coulomb plus exchange. The energy is

\[
E(D)=\operatorname{Re}\operatorname{tr}(hD)+\tfrac12\operatorname{Re}\operatorname{tr}(D\,G(D)),
\]

where the factor \(\tfrac12\) corrects for counting each pair interaction twice.

```lean
/-- The mean-field energy `tr(hD) + tr(D G(D))/2` of a density matrix `D`, taken as a real part. -/
def energy (h : Matrix n n ℂ) (G : Matrix n n ℂ →ₗ[ℂ] Matrix n n ℂ) (D : Matrix n n ℂ) : ℝ :=
  (trace (h * D)).re + (trace (D * G D)).re / 2
```

In a self-consistent field (SCF) calculation, \(X\) is typically the new density minus the old one, and \(D+tX\) is their mixture with weight \(t\) on the new one. Two numbers describe the energy along this line. The first is the trace of the Fock matrix \(h+G(D)\) with the direction, \(a=\operatorname{Re}\operatorname{tr}((h+G(D))X)\).

```lean
/-- The trace of the Fock matrix `h + G(D)` with the direction `X`, taken as a real part. -/
def slope (h : Matrix n n ℂ) (G : Matrix n n ℂ →ₗ[ℂ] Matrix n n ℂ) (D X : Matrix n n ℂ) : ℝ :=
  (trace ((h + G D) * X)).re
```

The second is the two-electron term of the direction itself, \(c=\operatorname{Re}\operatorname{tr}(X\,G(X))\).

```lean
/-- The two-electron term `tr(X G(X))` of the direction `X`, taken as a real part. -/
def curvature (G : Matrix n n ℂ →ₗ[ℂ] Matrix n n ℂ) (X : Matrix n n ℂ) : ℝ :=
  (trace (X * G X)).re
```

The damping step is \(s=\min(1,-a/c)\) if \(c>0\), and \(s=1\) otherwise.

```lean
/-- The damping step for slope `a` and curvature `c`: `min(1, -a/c)` if `c` is positive, and the
full step otherwise. -/
def optimalStep (h : Matrix n n ℂ) (G : Matrix n n ℂ →ₗ[ℂ] Matrix n n ℂ)
    (D X : Matrix n n ℂ) : ℝ :=
  if 0 < curvature G X then min 1 (-slope h G D X / curvature G X) else 1
```

If \(G\) is linear and symmetric under the trace, and \(a<0\), then \(s\) lies in \((0,1]\) and \(D+sX\) has strictly lower energy than every other point of the segment \(0\le t\le1\). For Hartree–Fock SCF this is an exact line search in a single mixing parameter. It concerns one step, and the convergence of an iteration that repeats such steps is not addressed.

## Linearity of G makes the energy quadratic

Linearity says that the potential of a mixture of densities is the same mixture of their potentials. Hartree–Fock has this property, whereas a general exchange-correlation potential does not. By hand, it gives \(G(D+tX)=G(D)+tG(X)\), and therefore

\[
\begin{aligned}
E(D+tX)={}&E(D)+t\operatorname{Re}\operatorname{tr}(hX)\\
&+\tfrac t2\operatorname{Re}\bigl[\operatorname{tr}(D\,G(X))+\operatorname{tr}(X\,G(D))\bigr]+\tfrac{t^2}{2}c .
\end{aligned}
\]

In Lean the hypothesis is part of the type `Matrix n n ℂ →ₗ[ℂ] Matrix n n ℂ`, and the proofs use it through `map_add` and `map_smul`. Without linearity the energy along the line need not be a parabola, and \(a\) and \(c\) no longer determine where its minimum lies.

## Trace symmetry makes a the true slope

The hypothesis `hG` states that \(\operatorname{tr}(X\,G(Y))=\operatorname{tr}(Y\,G(X))\) for all \(X\) and \(Y\): the interaction of one density with the potential of another is the same when their roles are exchanged. The two cross terms above are then equal, and since \(\operatorname{tr}(X\,G(D))=\operatorname{tr}(G(D)X)\), the expansion becomes

\[
E(D+tX)=E(D)+ta+\tfrac{t^2}{2}c .
\]

Subtracting the same expression at a second step \(s\), which may be any real number here, gives

\[
E(D+tX)-E(D+sX)=(t-s)\Bigl(a+\frac{t+s}{2}\,c\Bigr).
\]

The second factor is the slope at the midpoint of the two steps.

```lean
/-- For trace-symmetric `G`, the energy difference between two points of the mixing line is the
difference of the steps times the slope at their midpoint. -/
theorem energy_sub_on_line (h : Matrix n n ℂ) (G : Matrix n n ℂ →ₗ[ℂ] Matrix n n ℂ)
    (hG : ∀ X Y, trace (X * G Y) = trace (Y * G X)) (D X : Matrix n n ℂ) (t s : ℝ) :
    energy h G (D + (t : ℂ) • X) - energy h G (D + (s : ℂ) • X)
      = (t - s) * (slope h G D X + (t + s) / 2 * curvature G X) := by
  -- the two cross terms agree by the symmetry of G
  have h1 := congrArg Complex.re (hG D X)
  have h2 := congrArg Complex.re (Matrix.trace_mul_comm (G D) X)
  simp only [energy, slope, curvature, map_add, map_smul, Matrix.mul_add, Matrix.add_mul,
    Matrix.smul_mul, Matrix.mul_smul, Matrix.trace_add, Matrix.trace_smul, smul_eq_mul,
    Complex.add_re, Complex.re_ofReal_mul]
  linear_combination (t - s) / 2 * h1 - (t - s) * h2
```

In the proof, `h1` is the symmetry of \(G\) applied to \(D\) and \(X\), and `h2` is the cyclic property of the trace. After `simp only` has expanded both energies, `linear_combination` adds these two equations with the weights that make the cross terms match.

Without symmetry, \(a\) need not be the derivative of the energy, and the step can go wrong. Take \(h=\operatorname{diag}(0,\tfrac32)\), let \(G(Y)\) have the single nonzero entry \(-2Y_{11}\) in position \((2,2)\), and set \(D=\operatorname{diag}(1,0)\), \(X=\operatorname{diag}(-1,1)\). Then \(a=-\tfrac12\) and \(c=2\), so the formula proposes \(s=\tfrac14\). The energy along the line is \(\tfrac t2+t^2\), which rises from the start.

## A negative slope makes the step positive

Together with the symmetry of \(G\), the hypothesis `ha`, \(a<0\), ensures that a small admixture of the new density lowers the energy. If the new density fills the lowest orbitals of the current Fock matrix, it minimises \(\operatorname{tr}((h+G(D))D')\) over densities \(D'\) with the same electron number, so \(a\le0\), with equality only if \(D\) is already such a minimiser. The theorem assumes the strict inequality and does not derive it from a rule for filling orbitals.

By hand, \(a<0\) alone gives three properties of the damping step \(s\). The docstring below calls this condition a descent direction, although the energy is only sure to fall along \(X\) if \(G\) is also symmetric.

- If \(c>0\), both \(1\) and \(-a/c\) are positive, so \(0<s\le1\). Since \(s\le-a/c\), multiplication by \(c\) gives \(sc\le-a\).
- If \(c>0\) and \(s<1\), the minimum is attained by \(-a/c\), so \(sc=-a\).
- If \(c\le0\), then \(s=1\) and \(sc=c\le0<-a\).

```lean
/-- Along a descent direction the damping step `s` lies in `(0, 1]` and satisfies `s c ≤ -a`,
with equality when it is shorter than the full step. -/
theorem optimalStep_spec (h : Matrix n n ℂ) (G : Matrix n n ℂ →ₗ[ℂ] Matrix n n ℂ)
    (D X : Matrix n n ℂ) (ha : slope h G D X < 0) :
    0 < optimalStep h G D X ∧ optimalStep h G D X ≤ 1 ∧
      optimalStep h G D X * curvature G X ≤ -slope h G D X ∧
      (optimalStep h G D X < 1 →
        optimalStep h G D X * curvature G X = -slope h G D X) := by
  unfold optimalStep
  generalize slope h G D X = a at ha ⊢
  generalize curvature G X = c
  split_ifs with hc
  · have hp : 0 < -a / c := div_pos (by linarith) hc
    have hm : -a / c * c = -a := div_mul_cancel₀ _ hc.ne'
    refine ⟨lt_min one_pos hp, min_le_left _ _, ?_, ?_⟩
    · calc min 1 (-a / c) * c ≤ -a / c * c :=
            mul_le_mul_of_nonneg_right (min_le_right _ _) hc.le
        _ = -a := hm
    · intro hlt
      rcases min_choice 1 (-a / c) with h1 | h1
      · rw [h1] at hlt
        exact absurd hlt (lt_irrefl _)
      · rw [h1]
        exact hm
  · have hc' := not_lt.mp hc
    exact ⟨one_pos, le_rfl, by linarith, fun hlt => absurd hlt (lt_irrefl _)⟩
```

The proof replaces slope and curvature by real numbers \(a\) and \(c\), and `split_ifs` separates the two branches of the definition. In the first branch, `min_choice` identifies which argument attains the minimum. In the second, the step equals one, so the clause about shorter steps has nothing to prove.

Without \(a<0\) the formula loses its meaning as a forward step: for \(c>0\) it returns zero when \(a=0\) and a negative number when \(a>0\).

## The segment from 0 to 1 bounds the search

For \(0\le t\le1\), the matrix \(D+tX\) is a weighted average of the old and the new density. If both have occupations between 0 and 1, so has the average, although it is generally not idempotent. The sign of \(c\) is left free, and the bounds on \(t\) are what make a minimiser exist when \(c\le0\).

Let \(s\) be the damping step and \(t\ne s\) another point of the segment.

If \(t<s\), the midpoint slope is negative. For \(c\le0\) this follows from \(t+s\ge0\), which gives \(a+\frac{t+s}{2}c\le a<0\). For \(c>0\) it follows from \(\frac{t+s}{2}c<sc\le-a\). Both factors of the energy difference are then negative, and their product is positive.

If \(t>s\), then \(s<1\), so \(sc=-a>0\) and hence \(c>0\). Now \(\frac{t+s}{2}c>sc=-a\), both factors are positive, and so is their product.

In either case \(E(D+tX)>E(D+sX)\). Choosing \(t=0\) gives \(E(D+sX)<E(D)\).

```lean
/-- Optimal damping for trace-symmetric `G`: along a descent direction the damping step lies in `(0,
1]`, its energy is strictly below that of every other step in `[0, 1]`, and it is below the starting
energy. -/
theorem optimal_damping (h : Matrix n n ℂ) (G : Matrix n n ℂ →ₗ[ℂ] Matrix n n ℂ)
    (hG : ∀ X Y, trace (X * G Y) = trace (Y * G X)) (D X : Matrix n n ℂ)
    (ha : slope h G D X < 0) :
    optimalStep h G D X ∈ Set.Ioc (0 : ℝ) 1 ∧
      (∀ t ∈ Set.Icc (0 : ℝ) 1, t ≠ optimalStep h G D X →
        energy h G (D + (optimalStep h G D X : ℂ) • X) < energy h G (D + (t : ℂ) • X)) ∧
      energy h G (D + (optimalStep h G D X : ℂ) • X) < energy h G D := by
  obtain ⟨hs0, hs1, hsc, hse⟩ := optimalStep_spec h G D X ha
  have main : ∀ t ∈ Set.Icc (0 : ℝ) 1, t ≠ optimalStep h G D X →
      energy h G (D + (optimalStep h G D X : ℂ) • X) < energy h G (D + (t : ℂ) • X) := by
    intro t ht hne
    have hd := energy_sub_on_line h G hG D X t (optimalStep h G D X)
    generalize optimalStep h G D X = s at *
    generalize slope h G D X = a at *
    generalize curvature G X = c at *
    rcases lt_or_gt_of_ne hne with hlt | hgt
    · -- before the optimal step the energy is still falling
      have key : a + (t + s) / 2 * c < 0 := by
        rcases le_or_gt c 0 with hc | hc
        · have h1 : 0 ≤ (t + s) * (-c) :=
            mul_nonneg (by linarith [ht.1]) (by linarith)
          linarith
        · have h1 : 0 < (s - t) * c := mul_pos (by linarith) hc
          linarith
      have h2 := mul_pos_of_neg_of_neg (sub_neg.mpr hlt) key
      linarith
    · -- beyond an interior optimal step the energy rises again
      have he := hse (lt_of_lt_of_le hgt ht.2)
      have hc : 0 < c := by
        by_contra hn
        have h1 : 0 ≤ s * (-c) := mul_nonneg hs0.le (by linarith [not_lt.mp hn])
        linarith
      have h1 : 0 < (t - s) * c := mul_pos (by linarith) hc
      have key : 0 < a + (t + s) / 2 * c := by linarith
      have h2 := mul_pos (sub_pos.mpr hgt) key
      linarith
  refine ⟨⟨hs0, hs1⟩, main, ?_⟩
  have h0 := main 0 ⟨le_rfl, zero_le_one⟩ hs0.ne
  simpa only [Complex.ofReal_zero, zero_smul, add_zero] using h0
```

The Lean proof follows this division. `Set.Icc` is the closed segment, and `Set.Ioc` is the interval that excludes zero and includes one. In each case `key` is the sign of the midpoint slope, and `h2` is the sign of the product. The lower bound on \(t\) enters through `ht.1` in the case \(c\le0\), and the upper bound through `ht.2`, which shows that the step is shorter than one.

Without the upper bound, the energy for \(c\le0\) falls indefinitely as \(t\) grows, and for \(c>0\) with \(-a/c>1\) the minimum lies beyond the new density.

The inequality \(sc\le-a\) also bounds the gain from below:

\[
E(D+sX)-E(D)=s\Bigl(a+\frac{sc}{2}\Bigr)\le\frac{sa}{2}.
\]

The energy thus falls by at least half of the first-order prediction \(s|a|\). The proof sets the second step in the difference formula to zero and multiplies \(sc\le-a\) by \(s\).

```lean
/-- For trace-symmetric `G` and a descent direction (negative slope), the damping step lowers the
energy by at least half of the decrease predicted to first order. -/
theorem guaranteed_decrease (h : Matrix n n ℂ) (G : Matrix n n ℂ →ₗ[ℂ] Matrix n n ℂ)
    (hG : ∀ X Y, trace (X * G Y) = trace (Y * G X)) (D X : Matrix n n ℂ)
    (ha : slope h G D X < 0) :
    energy h G (D + (optimalStep h G D X : ℂ) • X)
      ≤ energy h G D + optimalStep h G D X * slope h G D X / 2 := by
  obtain ⟨hs0, -, hsc, -⟩ := optimalStep_spec h G D X ha
  have hd := energy_sub_on_line h G hG D X (optimalStep h G D X) 0
  simp only [Complex.ofReal_zero, zero_smul, add_zero, sub_zero] at hd
  have h1 := mul_le_mul_of_nonneg_left hsc hs0.le
  nlinarith
```

If the step is shorter than one, the trace that defines \(a\), taken with the Fock matrix at the damped density \(D+sX\), is \(a+sc=0\). This damped density, not \(D+X\), is what the docstring below calls the new density. This needs linearity and the cyclic property of the trace, but not the symmetry of \(G\), and `hG` is accordingly absent. With symmetry, this trace is the slope of the energy along \(X\) at \(D+sX\). Only the component along \(X\) vanishes, so the damped density need not be self-consistent.

```lean
/-- If the slope at `D` is negative and the damping step is shorter than the full step, the trace of
the Fock matrix at the new density with the direction `X` has zero real part. -/
theorem slope_eq_zero_of_damped (h : Matrix n n ℂ) (G : Matrix n n ℂ →ₗ[ℂ] Matrix n n ℂ)
    (D X : Matrix n n ℂ) (ha : slope h G D X < 0) (hs : optimalStep h G D X < 1) :
    slope h G (D + (optimalStep h G D X : ℂ) • X) X = 0 := by
  have he := (optimalStep_spec h G D X ha).2.2.2 hs
  generalize optimalStep h G D X = s at *
  have h2 := congrArg Complex.re (Matrix.trace_mul_comm (G X) X)
  simp only [slope, curvature, map_add, map_smul, Matrix.add_mul, Matrix.smul_mul,
    Matrix.trace_add, Matrix.trace_smul, smul_eq_mul, Complex.add_re,
    Complex.re_ofReal_mul] at he ⊢
  linear_combination he + s * h2
```

In the non-interacting limit, \(G=0\), the curvature is zero and the energy is linear in \(t\). The step is then \(s=1\), and the energy changes by exactly \(a\).

## Non-negative slope and curvature rule out a gain

The next theorem replaces \(a<0\) by \(a\ge0\) and adds \(c\ge0\), which means that the energy does not curve downwards along the line. For every \(t\ge0\),

\[
E(D+tX)-E(D)=t\Bigl(a+\frac t2\,c\Bigr)\ge0,
\]

because each factor is non-negative. In Lean, `positivity` establishes this sign.

```lean
/-- For trace-symmetric `G`, if slope and curvature are both non-negative, no forward step along the
direction lowers the energy. -/
theorem no_decrease_without_descent (h : Matrix n n ℂ)
    (G : Matrix n n ℂ →ₗ[ℂ] Matrix n n ℂ)
    (hG : ∀ X Y, trace (X * G Y) = trace (Y * G X)) (D X : Matrix n n ℂ)
    (ha : 0 ≤ slope h G D X) (hc : 0 ≤ curvature G X) (t : ℝ) (ht : 0 ≤ t) :
    energy h G D ≤ energy h G (D + (t : ℂ) • X) := by
  have hd := energy_sub_on_line h G hG D X t 0
  simp only [Complex.ofReal_zero, zero_smul, add_zero, sub_zero] at hd
  have h1 : 0 ≤ t * (slope h G D X + t / 2 * curvature G X) := by positivity
  linarith
```

All three sign conditions matter. With \(c<0\), a sufficiently long step lowers the energy even if \(a>0\). With \(a<0\), a short forward step lowers it, and with \(a>0\) a short backward step does.

## Two orbitals for which half a step is best

Take

\[
h=\begin{pmatrix}0&-1\\-1&0\end{pmatrix},\quad
D=\begin{pmatrix}1&0\\0&0\end{pmatrix},\quad
X=\begin{pmatrix}-1&0\\0&1\end{pmatrix},\quad G(Y)=Y .
\]

The direction moves one electron from the first orbital to the second. The identity map is a toy interaction with energy \(\tfrac12\operatorname{tr}(D^2)\), which at fixed electron number is lower for densities with fractional occupation numbers than for idempotent ones. Its trace symmetry is the cyclic property. By hand,

\[
a=\operatorname{tr}(hX)+\operatorname{tr}(DX)=0-1=-1,\qquad c=\operatorname{tr}(X^2)=2,
\]

so \(s=\min(1,\tfrac12)=\tfrac12\). Along the line \(D+tX=\operatorname{diag}(1-t,t)\), and the hopping does not contribute:

\[
E(D+tX)=\tfrac12\bigl((1-t)^2+t^2\bigr)=\tfrac12-t+t^2 .
\]

The energy is \(\tfrac12\) at both ends and \(\tfrac14\) in the middle. The full step gains nothing, while the damped step gains \(\tfrac14\), which is exactly the guaranteed \(s|a|/2\).

The theorem below records the symmetry, the slope and the step, so the hypotheses of `optimal_damping` are met in a case where the step is shorter than one. Its proof takes the symmetry from the cyclic property of the trace and evaluates the traces in \(a\) and \(c\) entry by entry.

```lean
/-- Two orbitals coupled by hopping, with `G` the identity map: moving the electron from the first
orbital to the second has slope `-1` and damping step `1/2`. -/
theorem optimal_damping_witness :
    (∀ X Y : Matrix (Fin 2) (Fin 2) ℂ,
      trace (X * (LinearMap.id : Matrix (Fin 2) (Fin 2) ℂ →ₗ[ℂ] _) Y)
        = trace (Y * (LinearMap.id : Matrix (Fin 2) (Fin 2) ℂ →ₗ[ℂ] _) X)) ∧
    slope !![0, -1; -1, 0] LinearMap.id !![1, 0; 0, 0] !![-1, 0; 0, 1] = -1 ∧
    optimalStep !![0, -1; -1, 0] LinearMap.id !![1, 0; 0, 0] !![-1, 0; 0, 1] = 1 / 2 := by
  have hs : slope !![0, -1; -1, 0] LinearMap.id !![1, 0; 0, 0] !![-1, 0; 0, 1] = -1 := by
    norm_num [slope, Matrix.trace_fin_two, Matrix.mul_apply, Fin.sum_univ_two]
  have hc : curvature LinearMap.id !![-1, 0; 0, 1] = 2 := by
    norm_num [curvature, Matrix.trace_fin_two, Matrix.mul_apply, Fin.sum_univ_two]
  refine ⟨fun X Y => Matrix.trace_mul_comm X Y, hs, ?_⟩
  rw [optimalStep, hs, hc, if_pos (by norm_num), min_eq_right (by norm_num)]
  norm_num

end

end OptimalDamping
```

```lean
#print axioms OptimalDamping.optimal_damping
#print axioms OptimalDamping.guaranteed_decrease
#print axioms OptimalDamping.slope_eq_zero_of_damped
#print axioms OptimalDamping.no_decrease_without_descent
```

```
'OptimalDamping.optimal_damping' depends on axioms: [propext, Classical.choice, Quot.sound]
'OptimalDamping.guaranteed_decrease' depends on axioms: [propext, Classical.choice, Quot.sound]
'OptimalDamping.slope_eq_zero_of_damped' depends on axioms: [propext, Classical.choice, Quot.sound]
'OptimalDamping.no_decrease_without_descent' depends on axioms: [propext, Classical.choice, Quot.sound]
```
